# Linear vibronic coupling to non-totally-symmetric modes is traceless, so equal occupations give no force

A molecule at a symmetric geometry has a partly filled degenerate level. If a calculation spreads the electrons equally over the level, does the level push the nuclei towards lower symmetry? And what changes if one state is occupied instead?

## Zero trace and a negative eigenvalue

Let q be a distortion from the symmetric geometry and V(q) the real symmetric matrix, linear in q, that it adds to the Hamiltonian of the level. A finite group G acts on distortions by linear maps ρ(g) and on the level by orthogonal matrices D(g), with

V(ρ(g)q) = D(g) V(q) D(g)ᵀ.

Suppose that no nonzero distortion is invariant under all of G, which excludes totally symmetric modes such as breathing. Then

tr V(q) = 0,

and if V(q) ≠ 0, it has a normalised eigenvector v with eigenvalue μ < 0.

## Fractional occupations in geometry optimisation

With smeared or averaged occupations, an optimiser started at the symmetric geometry can stay there: in this linear-coupling model with fixed occupations, equal filling gives zero force along every such q. A vanishing force therefore does not show that the structure is stable once a single state is occupied. The trace also checks coupling matrices fitted to this model: a nonzero value beyond the fitting error means that some assumption fails.

## From the group sum to the energy

Put s = Σ_g ρ(g)q. Applying ρ(k) only reorders the sum, so s is invariant and hence zero. The trace is constant along the orbit of q:

tr V(ρ(g)q) = tr(D(g)ᵀ D(g) V(q)) = tr V(q).

Summing over the group gives

|G| tr V(q) = tr V(s) = 0,

and |G| ≠ 0.

The eigenvalues of V(q) are real and sum to its trace, zero. If none were negative, all would vanish and V(q) would be zero. So a nonzero V(q) has a negative eigenvalue μ.

For a fixed occupation matrix P and an elastic bilinear form K, the energy along q is

E(tq) = t² K(q,q)/2 + t tr(P V(q)).

The slope at t = 0 is tr(P V(q)), and the force along q is minus this slope. If every state of the level has the same occupation f, then P = f·1 and the slope is f tr V(q) = 0. For P = v vᵀ it is vᵀV(q)v = μ, and

E(tq) − E(0) = t (t K(q,q)/2 + μ).

This is negative for 0 < t < ε with ε = −μ/(|K(q,q)/2| + 1), because then t K(q,q)/2 < −μ.

## The Lean file

```lean
import Mathlib

open Matrix

namespace JahnTellerForces

noncomputable section

variable {G Q n : Type*} [Group G] [AddCommGroup Q] [Module ℝ Q] [Fintype n] [DecidableEq n]

/-- Symmetry conditions on a linear vibronic coupling `V`: no nonzero distortion is invariant,
the group acts orthogonally on the level, and `V` is symmetric and equivariant. -/
structure IsVibronic (ρ : G →* Module.End ℝ Q) (D : G →* Matrix n n ℝ)
    (V : Q →ₗ[ℝ] Matrix n n ℝ) : Prop where
  no_fixed : ∀ q, (∀ g, ρ g q = q) → q = 0
  orthogonal : ∀ g, (D g)ᵀ * D g = 1
  symm : ∀ q, (V q)ᵀ = V q
  equivariant : ∀ g q, V (ρ g q) = D g * V q * (D g)ᵀ

/-- Energy at distortion `q` for the occupation matrix `P`: an elastic term with force
constants `K` plus the linear vibronic term. -/
def energy (K : Q →ₗ[ℝ] Q →ₗ[ℝ] ℝ) (V : Q →ₗ[ℝ] Matrix n n ℝ) (P : Matrix n n ℝ)
    (q : Q) : ℝ :=
  K q q / 2 + trace (P * V q)

variable [Fintype G] {ρ : G →* Module.End ℝ Q} {D : G →* Matrix n n ℝ}
  {V : Q →ₗ[ℝ] Matrix n n ℝ} (K : Q →ₗ[ℝ] Q →ₗ[ℝ] ℝ)

omit [DecidableEq n] in
/-- Along a fixed distortion the energy is a quadratic elastic term plus a linear vibronic
term. -/
theorem energy_smul (P : Matrix n n ℝ) (q : Q) (t : ℝ) :
    energy K V P (t • q) = t ^ 2 * (K q q / 2) + t * trace (P * V q) := by
  simp only [energy, map_smul, LinearMap.smul_apply, Matrix.mul_smul, trace_smul, smul_eq_mul]
  ring

omit [DecidableEq n] in
/-- The slope of the energy at the symmetric geometry, along `q`, is the trace of the
occupation matrix times the coupling. -/
theorem energy_slope (P : Matrix n n ℝ) (q : Q) :
    HasDerivAt (fun t : ℝ => energy K V P (t • q)) (trace (P * V q)) 0 := by
  simp only [energy_smul]
  have h := ((hasDerivAt_pow 2 (0 : ℝ)).mul_const (K q q / 2)).fun_add
    ((hasDerivAt_id' (0 : ℝ)).mul_const (trace (P * V q)))
  exact h.congr_deriv (by simp)

/-- For a finite symmetry group, a coupling that meets the vibronic symmetry conditions is
traceless at every distortion. -/
theorem trace_coupling_eq_zero (h : IsVibronic ρ D V) (q : Q) : trace (V q) = 0 := by
  -- the group sum of a distortion is invariant, hence zero
  have hs : ∑ g, ρ g q = 0 := by
    apply h.no_fixed
    intro k
    rw [map_sum]
    exact Fintype.sum_equiv (Equiv.mulLeft k) _ _ (fun g => by simp [map_mul])
  -- the trace does not change along the orbit
  have ht : ∀ g, trace (V (ρ g q)) = trace (V q) := by
    intro g
    rw [h.equivariant, Matrix.trace_mul_comm, ← Matrix.mul_assoc, h.orthogonal, Matrix.one_mul]
  have hc : (Fintype.card G : ℝ) * trace (V q) = 0 := by
    calc (Fintype.card G : ℝ) * trace (V q) = ∑ g, trace (V (ρ g q)) := by
          simp [ht]
      _ = trace (V (∑ g, ρ g q)) := by rw [map_sum, Matrix.trace_sum]
      _ = 0 := by rw [hs, map_zero, Matrix.trace_zero]
  exact (mul_eq_zero.mp hc).resolve_left (Nat.cast_ne_zero.mpr Fintype.card_ne_zero)

/-- For a finite symmetry group and a coupling that meets the vibronic symmetry conditions,
equal fractional occupations `f` give no force at the symmetric geometry. -/
theorem equal_occupation_no_force (h : IsVibronic ρ D V) (f : ℝ) (q : Q) :
    HasDerivAt (fun t : ℝ => energy K V (f • (1 : Matrix n n ℝ)) (t • q)) 0 0 := by
  refine (energy_slope (V := V) K _ q).congr_deriv ?_
  rw [Matrix.smul_mul, Matrix.one_mul, trace_smul, trace_coupling_eq_zero h, smul_zero]

/-- For a finite symmetry group and a coupling that meets the vibronic symmetry conditions,
a nonzero `V q` has a normalised eigenvector with negative eigenvalue. -/
theorem exists_negative_eigenvalue (h : IsVibronic ρ D V) {q : Q} (hq : V q ≠ 0) :
    ∃ μ : ℝ, μ < 0 ∧ ∃ v : n → ℝ, v ⬝ᵥ v = 1 ∧ V q *ᵥ v = μ • v := by
  have hA : (V q).IsHermitian := by
    rw [Matrix.IsHermitian, conjTranspose_eq_transpose_of_trivial]
    exact h.symm q
  have hs : ∑ i, hA.eigenvalues i = 0 := by
    have h1 := hA.trace_eq_sum_eigenvalues
    rw [trace_coupling_eq_zero h] at h1
    simpa using h1.symm
  -- eigenvalues that sum to zero and are not all zero include a negative one
  have hneg : ∃ i, hA.eigenvalues i < 0 := by
    by_contra hc
    have hnn : ∀ i, 0 ≤ hA.eigenvalues i := fun i => not_lt.mp (fun hi => hc ⟨i, hi⟩)
    apply hq
    apply hA.eigenvalues_eq_zero_iff.mp
    funext i
    exact (Finset.sum_eq_zero_iff_of_nonneg (fun j _ => hnn j)).mp hs i (Finset.mem_univ i)
  obtain ⟨i, hi⟩ := hneg
  refine ⟨hA.eigenvalues i, hi, (hA.eigenvectorBasis i).ofLp, ?_,
    hA.mulVec_eigenvectorBasis i⟩
  have h2 := EuclideanSpace.norm_sq_eq (hA.eigenvectorBasis i)
  rw [hA.eigenvectorBasis.orthonormal.1 i] at h2
  simp only [Real.norm_eq_abs, sq_abs, one_pow] at h2
  simp only [dotProduct, ← pow_two]
  exact h2.symm

/-- For a finite symmetry group and a coupling that meets the vibronic symmetry conditions,
if `V q` is nonzero then some normalised state, singly occupied, has its energy lowered by
every sufficiently small positive displacement along `q`. -/
theorem jahn_teller_instability (h : IsVibronic ρ D V) {q : Q} (hq : V q ≠ 0) :
    ∃ v : n → ℝ, v ⬝ᵥ v = 1 ∧ ∃ ε > 0, ∀ t : ℝ, 0 < t → t < ε →
      energy K V (vecMulVec v v) (t • q) < energy K V (vecMulVec v v) 0 := by
  obtain ⟨μ, hμ, v, hv, hev⟩ := exists_negative_eigenvalue h hq
  have htr : trace (vecMulVec v v * V q) = μ := by
    rw [Matrix.trace_mul_comm, Matrix.mul_vecMulVec, Matrix.trace_vecMulVec, hev,
      smul_dotProduct, hv, smul_eq_mul, mul_one]
  have hpos : 0 < |K q q / 2| + 1 := by positivity
  refine ⟨v, hv, -μ / (|K q q / 2| + 1), div_pos (neg_pos.mpr hμ) hpos, ?_⟩
  intro t ht hlt
  have h0 : energy K V (vecMulVec v v) 0 = 0 := by simp [energy]
  rw [energy_smul, htr, h0]
  -- the linear gain beats the elastic cost
  have h1 : t * (|K q q / 2| + 1) < -μ := (lt_div_iff₀ hpos).mp hlt
  have h2 : t * (K q q / 2) ≤ t * |K q q / 2| :=
    mul_le_mul_of_nonneg_left (le_abs_self _) ht.le
  have h3 : t * (K q q / 2) + μ < 0 := by linarith
  have h4 := mul_neg_of_pos_of_neg ht h3
  linarith

/-- The action of the fourfold rotation group in which the generator acts as `x`, where the
fourth power of `x` is the identity. -/
def fourfold {M : Type*} [Monoid M] (x : M) (hx : x ^ 4 = 1) :
    Multiplicative (ZMod 4) →* M where
  toFun g := x ^ (Multiplicative.toAdd g).val
  map_one' := by simp
  map_mul' a b := by rw [toAdd_mul, ZMod.val_add, ← pow_eq_pow_mod _ hx, pow_add]

/-- Rotation of the plane by 90 degrees. -/
def turn : Matrix (Fin 2) (Fin 2) ℝ := !![0, -1; 1, 0]

/-- Four quarter turns give the identity. -/
theorem turn_pow_four : turn ^ 4 = 1 := by
  have h : turn * turn = -1 := by
    ext i j
    fin_cases i <;> fin_cases j <;> simp [turn, Matrix.mul_apply, Fin.sum_univ_two]
  rw [show (4 : ℕ) = 2 * 2 from rfl, pow_mul, pow_two turn, h, neg_one_sq]

/-- The operator that reverses the sign of both distortions. -/
def signChange : Module.End ℝ (Fin 2 → ℝ) := -LinearMap.id

/-- Four sign changes give the identity. -/
theorem signChange_pow_four : signChange ^ 4 = 1 := by
  have h : signChange * signChange = 1 :=
    LinearMap.ext fun q => by simp [signChange]
  rw [show (4 : ℕ) = 2 * 2 from rfl, pow_mul, pow_two signChange, h, one_pow]

/-- A linear coupling of a doublet to two distortions. -/
def coupling : (Fin 2 → ℝ) →ₗ[ℝ] Matrix (Fin 2) (Fin 2) ℝ where
  toFun q := !![q 0, q 1; q 1, -q 0]
  map_add' p q := by
    ext i j
    fin_cases i <;> fin_cases j <;> simp
    ring
  map_smul' c q := by ext i j; fin_cases i <;> fin_cases j <;> simp

/-- A doublet rotated by quarter turns, coupled to two distortions that change sign under a
quarter turn, meets the vibronic symmetry conditions with nonzero coupling. -/
theorem isVibronic_witness :
    IsVibronic (fourfold signChange signChange_pow_four)
      (fourfold turn turn_pow_four) coupling ∧ coupling ≠ 0 := by
  have hort : turnᵀ * turn = 1 := by
    ext i j
    fin_cases i <;> fin_cases j <;> simp [turn, Matrix.mul_apply, Fin.sum_univ_two]
  have hstep : ∀ q, coupling (signChange q) = turn * coupling q * turnᵀ := by
    intro q
    ext i j
    fin_cases i <;> fin_cases j <;>
      simp [coupling, signChange, turn, Matrix.mul_apply, Fin.sum_univ_two]
  refine ⟨⟨?_, ?_, ?_, ?_⟩, ?_⟩
  · intro q hq
    have h1 : (signChange ^ 1) q = q := hq (Multiplicative.ofAdd 1)
    rw [pow_one] at h1
    ext i
    have h2 : -q i = q i := congrFun h1 i
    change q i = 0
    linarith
  · intro g
    change (turn ^ (Multiplicative.toAdd g).val)ᵀ * turn ^ (Multiplicative.toAdd g).val = 1
    induction (Multiplicative.toAdd g).val with
    | zero => simp
    | succ k ih =>
      rw [pow_succ', Matrix.transpose_mul, Matrix.mul_assoc, ← Matrix.mul_assoc turnᵀ,
        hort, Matrix.one_mul, ih]
  · intro q
    ext i j
    fin_cases i <;> fin_cases j <;> simp [coupling]
  · intro g q
    change coupling ((signChange ^ (Multiplicative.toAdd g).val) q) =
      turn ^ (Multiplicative.toAdd g).val * coupling q * (turn ^ (Multiplicative.toAdd g).val)ᵀ
    induction (Multiplicative.toAdd g).val with
    | zero => simp
    | succ k ih =>
      rw [pow_succ', pow_succ', Module.End.mul_apply, hstep, ih, Matrix.transpose_mul]
      simp only [Matrix.mul_assoc]
  · intro hc
    have h1 := congrFun (congrFun (LinearMap.congr_fun hc ![1, 0]) 0) 0
    simp [coupling] at h1

end

end JahnTellerForces
```

```lean
#print axioms JahnTellerForces.equal_occupation_no_force
#print axioms JahnTellerForces.jahn_teller_instability
```

```
'JahnTellerForces.equal_occupation_no_force' depends on axioms: [propext, Classical.choice, Quot.sound]
'JahnTellerForces.jahn_teller_instability' depends on axioms: [propext, Classical.choice, Quot.sound]
```

## Scope of the theorems and their proofs

`IsVibronic` collects the symmetry assumptions. `Q` is the space of distortions, `n` labels the states of the level, and the homomorphisms `ρ` and `D` are the two group actions. `D` need not be irreducible, so the degeneracy enters only as a common zero of energy at q = 0. In `energy`, `K` need not be positive or symmetric, and `P` stays fixed as the nuclei move.

`trace_coupling_eq_zero` follows the group-sum argument: `Fintype.sum_equiv` reorders the sum, and `Matrix.trace_mul_comm` moves D(g)ᵀ to the front of the product inside the trace. `energy_smul` and `energy_slope` give the energy along q and its derivative, from which `equal_occupation_no_force` obtains zero slope for every real f. `exists_negative_eigenvalue` uses the spectral theorem and a contradiction. `jahn_teller_instability` computes the slope μ and closes the ε estimate with `linarith`.

`isVibronic_witness` shows that the assumptions allow a nonzero coupling. A doublet turns by 90° under a fourfold rotation while two distortions q₀ and q₁ change sign, with coupling matrix rows (q₀, q₁) and (q₁, −q₀). The auxiliary lemmas check that four steps give the identity, and induction extends the one-step relation to the whole group.

The Jahn-Teller theorem also concerns which molecules have a distortion that couples to the level; here V(q) ≠ 0 is an input. A selection rule can show that the coupling vanishes or is allowed; whether an allowed coupling is nonzero takes a calculation or a measurement. The model has real orbitals, a finite group and coupling to first order in q. It leaves out quadratic vibronic coupling, mixing with other levels, self-consistent changes of occupation and nuclear motion. The instability theorem concerns small displacements and locates no distorted minimum.
